# Any real dual vector gives a lower energy bound at fixed trace

A variational two-particle reduced density matrix (2-RDM) calculation minimises the energy by semidefinite programming, and the solver stops at some finite tolerance. To turn its output into a lower bound, take the current dual vector $y$, build the dual slack matrix $S = C - \sum_i y_i A_i$, find its least eigenvalue $L$, and report $b\cdot y + T L$. Here the Hermitian matrix $C$ represents the energy, the $A_i$ are Hermitian constraint matrices with prescribed expectation values $b_i$, and $T$ is the fixed trace of the density matrix. In a finite basis, this number is at most the energy of every positive semidefinite matrix that has trace $T$ and satisfies the constraints, however far $y$ is from convergence. If the exact 2-RDM is one of these matrices, the number is also at most the exact ground-state energy in that basis.

## Energy, constraints and slack as matrices

```lean
import Mathlib

open Matrix
open scoped ComplexOrder

namespace VariationalRDMBound

noncomputable section

variable {n ι : Type*} [Fintype n] [DecidableEq n] [Fintype ι]
```

The `variable` line introduces two finite index sets. Elements of `n` label basis states, for instance pairs of spin orbitals, and elements of `ι` label the constraints.

```lean
/-- The expectation value of the observable `O` in the density matrix `X`:
the real part of `Tr (O X)`. -/
def expval (O X : Matrix n n ℂ) : ℝ := (O * X).trace.re
```

This defines the expectation value of $O$ in $X$,
$$\langle O\rangle_X = \operatorname{Re}\operatorname{Tr}(OX).$$
The type `Matrix n n ℂ` is that of square complex matrices with rows and columns labelled by `n`. There is no division by the trace, so $X$ keeps the normalisation of the 2-RDM. Taking the real part makes the result a real number, which can stand in an inequality.

```lean
/-- The dual slack matrix `C - ∑ i, y i A i` of a dual vector `y`. -/
def dualSlack (C : Matrix n n ℂ) (A : ι → Matrix n n ℂ) (y : ι → ℝ) : Matrix n n ℂ :=
  C - ∑ i, (y i : ℂ) • A i
```

This is the slack matrix $S = C - \sum_i y_i A_i$. The type `ι → ℝ` says that `y` assigns a real number to each constraint, `(y i : ℂ)` reads that number as a complex one, and `•` multiplies a matrix by a scalar.

```lean
/-- The least eigenvalue of a Hermitian matrix of non-zero size. -/
def leastEigenvalue [Nonempty n] {S : Matrix n n ℂ} (hS : S.IsHermitian) : ℝ :=
  Finset.univ.inf' Finset.univ_nonempty hS.eigenvalues
```

For a Hermitian $S$ with eigenvalues $\lambda_j$, this is $L = \min_j \lambda_j$. The argument `hS` is a proof that $S$ is Hermitian. Lean needs it because the real eigenvalues `hS.eigenvalues` come from the spectral theorem. The condition `[Nonempty n]` ensures that there is at least one eigenvalue.

```lean
omit [DecidableEq n] in
/-- For Hermitian `O` and `X` the trace `Tr (O X)` is real and equals the expectation value. -/
theorem trace_eq_expval {O X : Matrix n n ℂ} (hO : O.IsHermitian) (hX : X.IsHermitian) :
    (O * X).trace = (expval O X : ℂ) := by
  have h : star (O * X).trace = (O * X).trace := by
    rw [← Matrix.trace_conjTranspose, Matrix.conjTranspose_mul, hO.eq, hX.eq,
      Matrix.trace_mul_comm]
  exact (Complex.conj_eq_iff_re.mp h).symm
```

A theorem lists its hypotheses before the final colon and its conclusion after it; the proof follows `:=`. This one says that no imaginary part is lost in `expval` when $O$ and $X$ are Hermitian:
$$\operatorname{Tr}(OX)^* = \operatorname{Tr}\big((OX)^\dagger\big) = \operatorname{Tr}(XO) = \operatorname{Tr}(OX).$$
The `rw` step rewrites along this chain, and the last line uses that a number equal to its own conjugate equals its real part.

```lean
omit [Fintype n] [DecidableEq n] in
/-- The dual slack matrix of Hermitian `C` and `A i` with a real dual vector is Hermitian. -/
theorem dualSlack_isHermitian {C : Matrix n n ℂ} {A : ι → Matrix n n ℂ}
    (hC : C.IsHermitian) (hA : ∀ i, (A i).IsHermitian) (y : ι → ℝ) :
    (dualSlack C A y).IsHermitian := by
  unfold Matrix.IsHermitian dualSlack
  rw [Matrix.conjTranspose_sub, Matrix.conjTranspose_sum, hC.eq]
  congr 1
  refine Finset.sum_congr rfl fun i _ => ?_
  rw [Matrix.conjTranspose_smul, (hA i).eq]
  simp
```

If $C$ and all $A_i$ are Hermitian and $y$ is real, then
$$S^\dagger = C^\dagger - \sum_i y_i^* A_i^\dagger = C - \sum_i y_i A_i = S.$$
The proof compares the sums term by term. Its result is the certificate that `leastEigenvalue` asks for.

```lean
omit [DecidableEq n] in
/-- The expectation value of the dual slack is that of `C` minus the constraint
expectation values weighted by the dual vector. -/
theorem expval_dualSlack (C : Matrix n n ℂ) (A : ι → Matrix n n ℂ) (y : ι → ℝ)
    (X : Matrix n n ℂ) :
    expval (dualSlack C A y) X = expval C X - ∑ i, y i * expval (A i) X := by
  simp only [expval, dualSlack, Matrix.sub_mul, Matrix.sum_mul, Matrix.smul_mul,
    Matrix.trace_sub, Matrix.trace_sum, Matrix.trace_smul, smul_eq_mul,
    Complex.sub_re, Complex.re_sum, Complex.re_ofReal_mul]
```

By linearity of the trace,
$$\langle S\rangle_X = \langle C\rangle_X - \sum_i y_i \langle A_i\rangle_X.$$
The real part passes through each factor $y_i$ because $y_i$ is real. The `simp only` call applies these linearity rules, and the identity holds for arbitrary complex matrices.

## Populations in the eigenbasis of the slack

```lean
/-- In a positive semidefinite `X`, the expectation value of a Hermitian matrix is at least
its least eigenvalue times the trace of `X`. -/
theorem leastEigenvalue_mul_trace_le [Nonempty n] {S X : Matrix n n ℂ}
    (hS : S.IsHermitian) (hX : X.PosSemidef) :
    leastEigenvalue hS * X.trace.re ≤ expval S X := by
  -- the unitary matrix whose columns are the eigenvectors of `S`
  obtain ⟨U, hU, hUe⟩ : ∃ U : Matrix n n ℂ, U * Uᴴ = 1 ∧
      ∀ k j, U k j = (hS.eigenvectorBasis j).ofLp k :=
    ⟨hS.eigenvectorUnitary, Matrix.mem_unitaryGroup_iff.mp hS.eigenvectorUnitary.2,
      fun k j => hS.eigenvectorUnitary_apply k j⟩
  have hSU : S * U = U * Matrix.diagonal (fun j => (hS.eigenvalues j : ℂ)) := by
    ext i j
    have h := congrFun (hS.mulVec_eigenvectorBasis j) i
    simp only [Matrix.mulVec, dotProduct, Pi.smul_apply, Complex.real_smul] at h
    rw [Matrix.mul_diagonal, Matrix.mul_apply]
    simp only [hUe]
    rw [h, mul_comm]
  have hY : (Uᴴ * X * U).PosSemidef := hX.conjTranspose_mul_mul_same U
  have htr : (Uᴴ * X * U).trace = X.trace := by
    rw [Matrix.trace_mul_comm, ← Matrix.mul_assoc, hU, Matrix.one_mul]
  have hE : (S * X).trace =
      (Matrix.diagonal (fun j => (hS.eigenvalues j : ℂ)) * (Uᴴ * X * U)).trace := by
    calc (S * X).trace = (S * (U * Uᴴ) * X).trace := by rw [hU, Matrix.mul_one]
      _ = (U * (Matrix.diagonal (fun j => (hS.eigenvalues j : ℂ)) * (Uᴴ * X))).trace := by
        rw [← Matrix.mul_assoc S, hSU]
        simp only [Matrix.mul_assoc]
      _ = _ := by
        rw [Matrix.trace_mul_comm]
        simp only [Matrix.mul_assoc]
  -- compare eigenvalue by eigenvalue, weighted by the populations
  unfold expval
  rw [hE, ← htr]
  simp only [Matrix.trace, Matrix.diag_apply, Matrix.diagonal_mul, Complex.re_sum,
    Complex.re_ofReal_mul, Finset.mul_sum]
  refine Finset.sum_le_sum fun i _ => ?_
  have hl : leastEigenvalue hS ≤ hS.eigenvalues i := Finset.inf'_le _ (Finset.mem_univ i)
  exact mul_le_mul_of_nonneg_right hl (Complex.le_def.mp hY.diag_nonneg).1
```

The claim is $L\operatorname{Tr}X \le \langle S\rangle_X$ for Hermitian $S$ and positive semidefinite $X$.

Let the columns of $U$ be orthonormal eigenvectors $u_j$ of $S$, and let $\Lambda$ be the diagonal matrix of the $\lambda_j$. Then $UU^\dagger = 1$ and $SU = U\Lambda$. Define $Y = U^\dagger X U$, which is $X$ written in the eigenbasis. Its diagonal entries are the populations $Y_{jj} = u_j^\dagger X u_j \ge 0$, and they add up to
$$\operatorname{Tr}Y = \operatorname{Tr}(UU^\dagger X) = \operatorname{Tr}X.$$
Inserting $UU^\dagger$ between $S$ and $X$ gives
$$\operatorname{Tr}(SX) = \operatorname{Tr}(SUU^\dagger X) = \operatorname{Tr}(U\Lambda U^\dagger X) = \operatorname{Tr}(\Lambda Y) = \sum_j \lambda_j Y_{jj}.$$
Each $\lambda_j$ is at least $L$ and each population is non-negative, so the sum is at least $L\sum_j Y_{jj} = L\operatorname{Tr}X$.

In the code, `hSU` is the eigenvalue equation in matrix form, `hY` the positivity of $Y$, `htr` the equality of the traces, and `hE` the chain for $\operatorname{Tr}(SX)$. `Finset.sum_le_sum` then reduces the inequality between sums to one between terms, where `hl` supplies $L \le \lambda_i$ for the term with index $i$.

## The bound for an unconverged dual vector

```lean
/-- Rigorous energy bound from any dual vector `y`: for Hermitian `C` and `A i`, a positive
semidefinite `X` with trace `T` and constraint values `b i` has energy at least
`b · y + T L`, with `L` the least eigenvalue of the dual slack. -/
theorem energy_lower_bound [Nonempty n] {C X : Matrix n n ℂ} {A : ι → Matrix n n ℂ}
    (hC : C.IsHermitian) (hA : ∀ i, (A i).IsHermitian) (y b : ι → ℝ) {T : ℝ}
    (hX : X.PosSemidef) (hT : X.trace.re = T) (hb : ∀ i, expval (A i) X = b i) :
    ∑ i, b i * y i + T * leastEigenvalue (dualSlack_isHermitian hC hA y) ≤ expval C X := by
  have l := leastEigenvalue_mul_trace_le (dualSlack_isHermitian hC hA y) hX
  rw [hT, expval_dualSlack, mul_comm _ T] at l
  have e : ∑ i, y i * expval (A i) X = ∑ i, b i * y i :=
    Finset.sum_congr rfl fun i _ => by rw [hb i, mul_comm]
  linarith
```

Let $C$ and all $A_i$ be Hermitian, and let $X$ be positive semidefinite with $\operatorname{Tr}X = T$ and $\langle A_i\rangle_X = b_i$. Then, for every real $y$,
$$\sum_i b_i y_i + T L \le \langle C\rangle_X,$$
where $L$ is the least eigenvalue of $S$. The hypotheses `hX`, `hT` and `hb` state positivity, the trace and the constraint values. Nothing is assumed about $y$ beyond its being real.

The derivation combines the two preceding results:
$$\langle C\rangle_X = \langle S\rangle_X + \sum_i y_i\langle A_i\rangle_X = \langle S\rangle_X + \sum_i b_i y_i \ge T L + \sum_i b_i y_i.$$
In the proof, `l` is the eigenvalue inequality with $\langle S\rangle_X$ expanded, `e` inserts the values $b_i$, and `linarith` finishes the linear arithmetic.

The fixed trace stands for a fixed particle number, which determines the number of electron pairs. When $L$ is slightly negative, as it may be for an unconverged $y$, the guaranteed bound lies $T|L|$ below $b\cdot y$. The theorem takes $L$ to be the true least eigenvalue, so rounding in a numerical diagonalisation needs an error estimate of its own. That the exact 2-RDM meets the chosen constraints is likewise a separate piece of physics.

## Several positivity conditions at once

```lean
/-- The bound for several positive semidefinite blocks `X k` of traces `T k`, coupled by
constraints on sums over the blocks: each block contributes its trace times the least
eigenvalue of its own dual slack. All `C k` and `A i k` are Hermitian. -/
theorem block_energy_lower_bound {κ : Type*} [Fintype κ] {m : κ → Type*}
    [∀ k, Fintype (m k)] [∀ k, DecidableEq (m k)] [∀ k, Nonempty (m k)]
    {C X : ∀ k, Matrix (m k) (m k) ℂ} {A : ι → ∀ k, Matrix (m k) (m k) ℂ}
    (hC : ∀ k, (C k).IsHermitian) (hA : ∀ i k, (A i k).IsHermitian)
    (y b : ι → ℝ) {T : κ → ℝ} (hX : ∀ k, (X k).PosSemidef)
    (hT : ∀ k, (X k).trace.re = T k) (hb : ∀ i, ∑ k, expval (A i k) (X k) = b i) :
    ∑ i, b i * y i +
        ∑ k, T k * leastEigenvalue (dualSlack_isHermitian (hC k) (fun i => hA i k) y) ≤
      ∑ k, expval (C k) (X k) := by
  -- apply the one-block bound with the constraint values of each block
  have h := Finset.sum_le_sum fun k (_ : k ∈ Finset.univ) =>
    energy_lower_bound (hC k) (fun i => hA i k) y (fun i => expval (A i k) (X k))
      (hX k) (hT k) (fun _ => rfl)
  have e : ∑ k, ∑ i, expval (A i k) (X k) * y i = ∑ i, b i * y i := by
    rw [Finset.sum_comm]
    exact Finset.sum_congr rfl fun i _ => by rw [← Finset.sum_mul, hb i]
  rw [Finset.sum_add_distrib, e] at h
  exact h
```

The P, Q and G conditions require the two-particle, two-hole and particle-hole matrices to be positive semidefinite. Here `κ` labels such blocks, and `m k` is the index set of block $k$, so the blocks may differ in size. Each block has its own matrix $X_k$, trace $T_k$ and slack $S_k = C_k - \sum_i y_i A_{ik}$, with least eigenvalue $L_k$. The constraints fix sums over blocks, $\sum_k \langle A_{ik}\rangle_{X_k} = b_i$, and can therefore express the linear relations that tie the blocks together. The conclusion is
$$\sum_i b_i y_i + \sum_k T_k L_k \le \sum_k \langle C_k\rangle_{X_k}.$$

To derive it, apply the one-block bound to each $X_k$, using the block's own values $\langle A_{ik}\rangle_{X_k}$ in place of $b_i$. Then add the inequalities and exchange the sums:
$$\sum_k\sum_i \langle A_{ik}\rangle_{X_k}\, y_i = \sum_i y_i \sum_k \langle A_{ik}\rangle_{X_k} = \sum_i b_i y_i.$$
These two steps are `h` and `e` in the proof.

## A feasible dual vector needs no trace

```lean
/-- Weak duality: if the dual slack is positive semidefinite, then `b · y` bounds from below
the energy of every positive semidefinite `X` with constraint values `b i`. -/
theorem weak_duality [Nonempty n] {C X : Matrix n n ℂ} {A : ι → Matrix n n ℂ}
    (y b : ι → ℝ) (hS : (dualSlack C A y).PosSemidef)
    (hX : X.PosSemidef) (hb : ∀ i, expval (A i) X = b i) :
    ∑ i, b i * y i ≤ expval C X := by
  have l := leastEigenvalue_mul_trace_le hS.isHermitian hX
  have h0 : 0 ≤ leastEigenvalue hS.isHermitian :=
    Finset.le_inf' _ _ fun i _ => hS.eigenvalues_nonneg i
  have ht : 0 ≤ X.trace.re := (Complex.le_def.mp hX.trace_nonneg).1
  have e : ∑ i, y i * expval (A i) X = ∑ i, b i * y i :=
    Finset.sum_congr rfl fun i _ => by rw [hb i, mul_comm]
  rw [expval_dualSlack, e] at l
  linarith [mul_nonneg h0 ht]
```

If $S$ itself is positive semidefinite, $y$ is dual feasible and the correction can be left out: $\sum_i b_i y_i \le \langle C\rangle_X$. No value of the trace is prescribed.

By hand, $L \ge 0$ because all eigenvalues of $S$ are non-negative, and $\operatorname{Tr}X \ge 0$ because $X$ is positive semidefinite. Hence
$$\langle C\rangle_X - \sum_i b_i y_i = \langle S\rangle_X \ge L\operatorname{Tr}X \ge 0.$$
The proof records the two signs as `h0` and `ht`.

## A matrix that attains the bound

```lean
/-- Sharpness: for Hermitian `C` and `A i`, any dual vector `y` and any `T ≥ 0`, some positive
semidefinite `X` of trace `T` attains the bound formed with its own constraint values. -/
theorem energy_lower_bound_sharp [Nonempty n] {C : Matrix n n ℂ} {A : ι → Matrix n n ℂ}
    (hC : C.IsHermitian) (hA : ∀ i, (A i).IsHermitian) (y : ι → ℝ) {T : ℝ} (hT : 0 ≤ T) :
    ∃ X : Matrix n n ℂ, X.PosSemidef ∧ X.trace.re = T ∧
      expval C X = ∑ i, expval (A i) X * y i +
        T * leastEigenvalue (dualSlack_isHermitian hC hA y) := by
  have hS := dualSlack_isHermitian hC hA y
  obtain ⟨j, _, hj⟩ := Finset.exists_mem_eq_inf' Finset.univ_nonempty hS.eigenvalues
  have hL : leastEigenvalue hS = hS.eigenvalues j := hj
  -- a normalised eigenvector for the least eigenvalue
  obtain ⟨v, hv, hn⟩ : ∃ v : n → ℂ,
      dualSlack C A y *ᵥ v = hS.eigenvalues j • v ∧ v ⬝ᵥ star v = 1 := by
    refine ⟨(hS.eigenvectorBasis j).ofLp, hS.mulVec_eigenvectorBasis j, ?_⟩
    rw [← EuclideanSpace.inner_eq_star_dotProduct, inner_self_eq_norm_sq_to_K,
      hS.eigenvectorBasis.orthonormal.1 j]
    simp
  have hT' : (0 : ℂ) ≤ (T : ℂ) := Complex.zero_le_real.mpr hT
  refine ⟨(T : ℂ) • vecMulVec v (star v),
    (Matrix.posSemidef_vecMulVec_self_star v).smul hT', ?_, ?_⟩
  · rw [Matrix.trace_smul, Matrix.trace_vecMulVec, hn]
    simp
  · have e : expval (dualSlack C A y) ((T : ℂ) • vecMulVec v (star v)) =
        T * leastEigenvalue hS := by
      unfold expval
      rw [Matrix.mul_smul, Matrix.mul_vecMulVec, hv, Matrix.trace_smul,
        Matrix.trace_vecMulVec, smul_dotProduct, hn, hL]
      simp
    rw [expval_dualSlack] at e
    simp only [mul_comm (y _)] at e
    linarith

end

end VariationalRDMBound
```

For any Hermitian $C$ and $A_i$, any real $y$ and any $T \ge 0$, there is a positive semidefinite $X$ of trace $T$ with
$$\langle C\rangle_X = \sum_i \langle A_i\rangle_X\, y_i + T L.$$

Choose a normalised eigenvector $v$ of $S$ for the eigenvalue $L$ and set $X = T\,vv^\dagger$. This matrix is positive semidefinite, and $\operatorname{Tr}X = T\,v^\dagger v = T$. Since $Sv = Lv$,
$$\langle S\rangle_X = T L\, v^\dagger v = T L,$$
and expanding $\langle S\rangle_X$ gives the stated equality. In Lean, `vecMulVec v (star v)` is $vv^\dagger$, and the `refine` line that contains it supplies $X$ together with its positivity. The two bullets then prove the trace and the energy equality.

The constraint values here are those of the constructed $X$. For values $b_i$ chosen in advance, the theorem does not say that a feasible matrix reaches the bound, nor that the best dual bound equals the minimum energy.

```lean
#print axioms VariationalRDMBound.energy_lower_bound
#print axioms VariationalRDMBound.block_energy_lower_bound
#print axioms VariationalRDMBound.weak_duality
#print axioms VariationalRDMBound.energy_lower_bound_sharp
```

```
'VariationalRDMBound.energy_lower_bound' depends on axioms: [propext, Classical.choice, Quot.sound]
'VariationalRDMBound.block_energy_lower_bound' depends on axioms: [propext, Classical.choice, Quot.sound]
'VariationalRDMBound.weak_duality' depends on axioms: [propext, Classical.choice, Quot.sound]
'VariationalRDMBound.energy_lower_bound_sharp' depends on axioms: [propext, Classical.choice, Quot.sound]
```

## A certified shift in place of the least eigenvalue

The statement could also have been modelled with a real number $\ell$ and the hypothesis that $S - \ell\,1$ is positive semidefinite, where $1$ is the identity matrix. The bound would then read $b\cdot y + T\ell \le \langle C\rangle_X$, and it would follow from $\operatorname{Tr}\big((S-\ell\,1)X\big) \ge 0$. This form accepts any certified lower estimate of the least eigenvalue, which suits a numerical diagonalisation with a known error. The version with $L$ names the best such $\ell$ directly, which makes the equality case simple to state.
